# In a Constrained-Search Model, Correlation Energy Divided by the Scale Factor Never Decreases on Compression

Let \(E_c(g)\) be the correlation energy of density-functional theory, defined by a constrained search, for an electron density whose coordinates have been scaled uniformly by \(g>0\), with \(g>1\) meaning compression. If the kinetic and repulsion energies of the trial states are bounded below and scale as \(g^2\) and \(g\), then \(E_c(g)/g\) is nondecreasing in \(g\). Comparison with the unscaled density gives

\[
E_c(g)\ge g\,E_c(1)\quad(g>1),\qquad E_c(g)\le g\,E_c(1)\quad(0<g<1).
\]

## Scaling a density and its trial states

Scaling a density \(n\) gives \(n_g(\mathbf r)=g^3n(g\mathbf r)\), which holds the same number of electrons. Each wavefunction with density \(n\) has a scaled partner with density \(n_g\), and every wavefunction with density \(n_g\) arises in this way. The kinetic energy is multiplied by \(g^2\) because it contains two derivatives, and the Coulomb repulsion by \(g\) because it contains one inverse length.

Label the trial states of \(n\) by \(i\), with kinetic energy \(T_i\) and repulsion energy \(V_i\). The constrained search for the scaled density and the noninteracting kinetic energy of the unscaled one are

\[
F(g)=\inf_i\,(g^2T_i+gV_i),\qquad T_s=\inf_i T_i .
\]

Let \(W\) be the Hartree plus exchange energy of \(n\), which scales linearly. Then

\[
E_c(g)=F(g)-g^2T_s-gW .
\]

An approximate correlation functional can be tested against the two inequalities by evaluating it on scaled densities. A violation shows that it differs from the exact functional, which satisfies both inequalities when it has the constrained-search form above.

## What the Lean statement assumes

The type `ι` is the set of trial states, and `T` and `V` are arbitrary real functions on it. `levyF T V g` is \(F(g)\), `⨅ i, T i` is \(T_s\), and `corrEnergy T V W g` is \(E_c(g)\). The hypotheses `BddBelow (range T)` and `BddBelow (range V)` hold for electrons because both energies are nonnegative. They matter in Lean because the infimum of a real set without a lower bound is assigned the value 0. `[Nonempty ι]` says that at least one trial state yields the density.

The set of states may be infinite, and the monotonicity does not need the infimum to be attained. `W` is any real number there; only the sign result ties it to a state of minimal kinetic energy.

Wavefunctions, densities and the Coulomb operator do not appear: the factors \(g^2\) and \(g\) are built into the definition of `levyF`. A model with `ι` as the normalised antisymmetric wavefunctions that have a given density and finite kinetic energy would turn these factors into a theorem about a change of variables, and the argument below would then apply as it stands.

## Comparing two scale factors

Take \(0<a\le b\). For every trial state,

\[
a(b^2T_i+bV_i)=b(a^2T_i+aV_i)+ab(b-a)T_i ,
\]

since the terms \(a^2bT_i\) on the right cancel. The first bracket on the right is at least \(F(a)\), and \(T_i\ge T_s\). The factors \(b\) and \(ab(b-a)\) are nonnegative, so

\[
a(b^2T_i+bV_i)\ge bF(a)+ab(b-a)T_s .
\]

The right side does not depend on \(i\). Taking the infimum on the left gives

\[
aF(b)\ge bF(a)+ab(b-a)T_s .
\]

Now subtract \(ab^2T_s+abW\) from both sides:

\[
aE_c(b)\ge bF(a)-a^2bT_s-abW=bE_c(a).
\]

Division by \(ab\) yields \(E_c(a)/a\le E_c(b)/b\). The choice \(a=1,\ b=g\) gives the inequality for compression, and \(a=g,\ b=1\) the one for expansion.

## Strictness and sign

Suppose that \(a<b\) and that the search at \(b\) is minimised by a state \(i\) with \(T_i>T_s\). For this state the left side of the identity is exactly \(aF(b)\), and the kinetic estimate is strict, so \(E_c(a)/a<E_c(b)/b\).

The sign needs a separate condition, which can hold together with the previous one. If some state \(i\) has \(T_i=T_s\) and \(V_i=W\), using it as a trial state gives \(F(g)\le g^2T_s+gW\), hence \(E_c(g)\le0\) for \(g\ge0\).

A toy search over two states with \(T=(0,1)\), \(V=(3,1)\) and \(W=3\) illustrates both results. The numbers are chosen for easy algebra and do not describe electrons, whose kinetic energy is always positive; adding the same constant to both values of \(T\) would leave \(E_c\) unchanged. Here \(T_s=0\) and \(F(g)=\min(3g,\,g^2+g)\), so

\[
E_c(g)=\min(0,\,g^2-2g).
\]

The same model shows that the inequality can be an equality without the condition \(T_i>T_s\). At \(b=3\) the minimiser is the first state, whose kinetic energy equals \(T_s\). With \(a=2\), both \(E_c(2)/2\) and \(E_c(3)/3\) are zero, and strictness fails.

## The Lean file

```lean
import Mathlib

open Set

namespace UniformCoordinateScaling

noncomputable section

variable {ι : Type*} {T V : ι → ℝ} {W a b g : ℝ}

/-- Constrained-search functional of the density scaled by `g`: the infimum of
`g² T + g V` over the trial states `ι` of the unscaled density. -/
def levyF (T V : ι → ℝ) (g : ℝ) : ℝ := ⨅ i, (g ^ 2 * T i + g * V i)

/-- Correlation energy of the density scaled by `g`: the constrained-search functional minus
the scaled noninteracting kinetic energy `g² inf T` and the scaled energy `g W`. -/
def corrEnergy (T V : ι → ℝ) (W g : ℝ) : ℝ :=
  levyF T V g - g ^ 2 * (⨅ i, T i) - g * W

/-- Variational principle: the scaled energy of any trial state is an upper bound to the
constrained-search functional. -/
theorem levyF_le (hT : BddBelow (range T)) (hV : BddBelow (range V)) (hg : 0 ≤ g) (i : ι) :
    levyF T V g ≤ g ^ 2 * T i + g * V i := by
  obtain ⟨t, ht⟩ := hT
  obtain ⟨v, hv⟩ := hV
  unfold levyF
  refine ciInf_le (f := fun i => g ^ 2 * T i + g * V i) ⟨g ^ 2 * t + g * v, ?_⟩ i
  rintro _ ⟨j, rfl⟩
  have h1 : t ≤ T j := ht ⟨j, rfl⟩
  have h2 : v ≤ V j := hv ⟨j, rfl⟩
  change g ^ 2 * t + g * v ≤ g ^ 2 * T j + g * V j
  gcongr

/-- The correlation energy divided by the scale factor does not decrease as the density is
compressed. -/
theorem corrEnergy_div_mono [Nonempty ι] (hT : BddBelow (range T)) (hV : BddBelow (range V))
    (ha : 0 < a) (hab : a ≤ b) :
    corrEnergy T V W a / a ≤ corrEnergy T V W b / b := by
  have hb : 0 < b := lt_of_lt_of_le ha hab
  have hc : 0 ≤ a * b * (b - a) := mul_nonneg (mul_pos ha hb).le (sub_nonneg.mpr hab)
  -- lower bound on the search at `b`: `b / a` times that at `a`, plus `b (b - a)` times `inf T`
  have key : (b * levyF T V a + a * b * (b - a) * (⨅ i, T i)) / a ≤ levyF T V b := by
    refine le_ciInf fun i => ?_
    change _ ≤ b ^ 2 * T i + b * V i
    rw [div_le_iff₀ ha]
    have h1 := mul_le_mul_of_nonneg_left (levyF_le hT hV ha.le i) hb.le
    have h2 : (⨅ i, T i) ≤ T i := ciInf_le hT i
    have h3 := mul_le_mul_of_nonneg_left h2 hc
    nlinarith [h1, h3]
  rw [div_le_iff₀ ha] at key
  rw [div_le_div_iff₀ ha hb]
  unfold corrEnergy
  nlinarith [key]

/-- Scaling to high density: for `g > 1` the correlation energy of the scaled density is at
least `g` times that of the unscaled one. -/
theorem corrEnergy_scale_up [Nonempty ι] (hT : BddBelow (range T)) (hV : BddBelow (range V))
    (hg : 1 < g) : g * corrEnergy T V W 1 ≤ corrEnergy T V W g := by
  have h := corrEnergy_div_mono (W := W) hT hV one_pos hg.le
  rw [div_one, le_div_iff₀ (by linarith)] at h
  linarith

/-- Scaling to low density: for `0 < g < 1` the correlation energy of the scaled density is at
most `g` times that of the unscaled one. -/
theorem corrEnergy_scale_down [Nonempty ι] (hT : BddBelow (range T)) (hV : BddBelow (range V))
    (hg : 0 < g) (hg1 : g < 1) : corrEnergy T V W g ≤ g * corrEnergy T V W 1 := by
  have h := corrEnergy_div_mono (W := W) hT hV hg hg1.le
  rw [div_one, div_le_iff₀ hg] at h
  linarith

/-- The scaling inequality is strict when the search at the larger scale factor is minimised by
a state whose kinetic energy exceeds the noninteracting one. -/
theorem corrEnergy_div_strict (hT : BddBelow (range T)) (hV : BddBelow (range V))
    (ha : 0 < a) (hab : a < b) (i : ι)
    (hmin : levyF T V b = b ^ 2 * T i + b * V i) (hkin : (⨅ j, T j) < T i) :
    corrEnergy T V W a / a < corrEnergy T V W b / b := by
  have hb : 0 < b := ha.trans hab
  have hc : 0 < a * b * (b - a) := mul_pos (mul_pos ha hb) (sub_pos.mpr hab)
  have h1 := mul_le_mul_of_nonneg_left (levyF_le hT hV ha.le i) hb.le
  have h2 := mul_lt_mul_of_pos_left hkin hc
  rw [div_lt_div_iff₀ ha hb]
  unfold corrEnergy
  rw [hmin]
  nlinarith [h1, h2]

/-- If `W` is the repulsion energy of a state of minimal kinetic energy, the correlation energy
is nonpositive at every nonnegative scale factor. -/
theorem corrEnergy_nonpos (hT : BddBelow (range T)) (hV : BddBelow (range V)) (hg : 0 ≤ g)
    (i : ι) (hkin : T i = ⨅ j, T j) (hW : V i = W) : corrEnergy T V W g ≤ 0 := by
  have h := levyF_le hT hV hg i
  rw [hkin, hW] at h
  unfold corrEnergy
  linarith

/-- Kinetic energies of a model with two trial states. -/
def modelT : Bool → ℝ
  | false => 0
  | true => 1

/-- Repulsion energies of the model with two trial states. -/
def modelV : Bool → ℝ
  | false => 3
  | true => 1

/-- A search over two trial states returns the smaller of the two energies. -/
theorem iInf_two (f : Bool → ℝ) : (⨅ s, f s) = min (f false) (f true) := by
  apply le_antisymm
  · exact le_min (ciInf_le (Set.finite_range f).bddBelow false)
      (ciInf_le (Set.finite_range f).bddBelow true)
  · refine le_ciInf fun s => ?_
    cases s
    · exact min_le_left _ _
    · exact min_le_right _ _

/-- With `W = 3`, the correlation energy of the two-state model at scale factor `g` is the
smaller of `0` and `g² - 2g`. -/
theorem model_corrEnergy (g : ℝ) :
    corrEnergy modelT modelV 3 g = min 0 (g ^ 2 - 2 * g) := by
  unfold corrEnergy levyF
  rw [iInf_two, iInf_two]
  simp only [modelT, modelV, min_def]
  split_ifs <;> linarith

/-- In the two-state model both energies are bounded below, the search at scale factor `3/2` is
minimised by the state `true`, whose kinetic energy is above the minimum, and the state `false`
has minimal kinetic energy and repulsion energy `3`. -/
theorem model_witness :
    BddBelow (range modelT) ∧ BddBelow (range modelV) ∧
    levyF modelT modelV (3 / 2) = (3 / 2) ^ 2 * modelT true + (3 / 2) * modelV true ∧
    (⨅ s, modelT s) < modelT true ∧
    modelT false = (⨅ s, modelT s) ∧ modelV false = 3 := by
  refine ⟨(Set.finite_range _).bddBelow, (Set.finite_range _).bddBelow, ?_, ?_, ?_, rfl⟩
  · unfold levyF
    rw [iInf_two]
    exact min_eq_right (by norm_num [modelT, modelV])
  · rw [iInf_two]
    norm_num [modelT]
  · rw [iInf_two]
    exact (min_eq_left (by norm_num [modelT])).symm

end

end UniformCoordinateScaling
```

```lean
#print axioms UniformCoordinateScaling.corrEnergy_scale_up
#print axioms UniformCoordinateScaling.corrEnergy_div_strict
#print axioms UniformCoordinateScaling.corrEnergy_nonpos
#print axioms UniformCoordinateScaling.model_corrEnergy
```

```
'UniformCoordinateScaling.corrEnergy_scale_up' depends on axioms: [propext, Classical.choice, Quot.sound]
'UniformCoordinateScaling.corrEnergy_div_strict' depends on axioms: [propext, Classical.choice, Quot.sound]
'UniformCoordinateScaling.corrEnergy_nonpos' depends on axioms: [propext, Classical.choice, Quot.sound]
'UniformCoordinateScaling.model_corrEnergy' depends on axioms: [propext, Classical.choice, Quot.sound]
```

## How the proof follows the derivation

`levyF_le` states that \(F(g)\) does not exceed the scaled energy of any trial state. If \(t\) and \(v\) are lower bounds of \(T\) and \(V\), then \(g^2t+gv\) bounds the scaled energies from below, which is what `ciInf_le` requires.

In `corrEnergy_div_mono`, the intermediate claim `key` is the inequality for \(aF(b)\), divided by \(a\) so that `levyF T V b` stands alone. `le_ciInf` then reduces it to a bound for each state. There `h1` is the estimate by \(F(a)\), `h3` is the estimate by \(T_s\), and `nlinarith` supplies the algebraic identity. After `key`, the fractions are cleared and the definition of \(E_c\) is inserted. `corrEnergy_scale_up` and `corrEnergy_scale_down` are the two special choices of \(a\) and \(b\).

`corrEnergy_div_strict` uses `hmin` to replace \(F(b)\) by the energy of the minimising state. This preserves the strict inequality, which taking an infimum over all states could weaken to \(\ge\). `corrEnergy_nonpos` inserts the state of minimal kinetic energy into `levyF_le`.

For the model, `iInf_two` turns an infimum over two states into a minimum, and `model_corrEnergy` compares the cases. `model_witness` confirms that the model meets the conditions of the strictness result at \(b=3/2\) and those of the sign result.
